# One Padé pole beats any fixed number of Matsubara poles for coth x − 1/x at small x

Let \(R(x)=\coth x-1/x\). As \(x\to0^+\), the one-pole Padé term \(5x/(15+x^2)\) misses \(R(x)\) by \(x^5/1575\) to leading order. A Matsubara sum of \(N\) terms misses it by \(d_N x\) to leading order, with \(d_N>0\) however large the fixed number \(N\) is. For one Matsubara term, \(d_1=1/3-2/\pi^2\approx0.131\).

## The thermal factor of a harmonic bath

A quantum system coupled linearly to a harmonic bath feels it through the bath correlation function. Temperature enters there as \(\coth x\) with \(x=\hbar\omega/(2k_BT)\), half the ratio of the bath quantum to the thermal energy. The term \(1/x\) is the classical part, and \(R(x)\) is the quantum part.

In one common form of the hierarchical equations of motion, \(R\) is replaced by a finite sum of terms \(ax/(b+x^2)\). With \(b>0\), each has a pair of poles \(x=\pm i\sqrt b\) on the imaginary axis, counted here as one pole, and contributes a decaying exponential in time. Every further exponential enlarges the hierarchy, so the accuracy per pole matters. The result concerns this scalar factor at a fixed bath frequency as the temperature rises.

The Matsubara choice keeps the first \(N\) exact poles:

\[
M_N(x)=\sum_{k=0}^{N-1}\frac{2x}{x^2+\pi^2(k+1)^2}.
\]

The Padé choice \(P(x)=5x/(15+x^2)\) has its pole elsewhere, with \(\sqrt{15}\approx3.87\) in place of \(\pi\). Both are compared as they stand, without the correction for omitted poles that some codes add.

## The Padé error is of fifth order

Over a common denominator,

\[
R(x)-P(x)=\frac{(15x+x^3)\cosh x-(15+6x^2)\sinh x}{x(15+x^2)\sinh x}.
\]

Expand the numerator. Its coefficients are

- order \(x\): \(15-15=0\);
- order \(x^3\): \(\left(\tfrac{15}{2}+1\right)-\left(\tfrac{15}{6}+6\right)=0\);
- order \(x^5\): \(\left(\tfrac{15}{24}+\tfrac12\right)-\left(\tfrac{15}{120}+1\right)=0\);
- order \(x^7\): \(\left(\tfrac{15}{720}+\tfrac1{24}\right)-\left(\tfrac{15}{5040}+\tfrac{6}{120}\right)=\tfrac1{105}\).

The denominator behaves as \(15x^2\), so \((R-P)/x^5\to1/(105\cdot15)=1/1575\).

## The Matsubara error is of first order

Since \((R-P)/x\to0\) and \(P/x\to5/15\), we have \(R/x\to1/3\). Each Matsubara term divided by \(x\) tends to \(2/(\pi^2(k+1)^2)\). Hence

\[
\frac{R(x)-M_N(x)}{x}\to d_N=\frac13-\sum_{k=0}^{N-1}\frac{2}{\pi^2(k+1)^2}.
\]

The full series \(\sum_{k\ge0}1/(k+1)^2\) equals \(\pi^2/6\), and its terms are positive. Every partial sum is therefore strictly smaller, and \(d_N>\frac13-\frac{2}{\pi^2}\cdot\frac{\pi^2}{6}=0\).

Now take any \(\varepsilon>0\). After division by \(x\), the Padé error tends to zero while \(\varepsilon\) times the Matsubara error tends to \(\varepsilon d_N>0\). So \(|R-P|<\varepsilon|R-M_N|\) for all sufficiently small \(x>0\), where "sufficiently small" depends on \(N\) and \(\varepsilon\).

## Only one choice of pole and weight also matches the cubic order

Any term \(ax/(b+x^2)\) with \(b=3a>0\) has the correct slope \(1/3\) at zero, so it too beats the Matsubara sum in the sense just described. The Padé choice matches the cubic order as well, and it is the only one that does. Suppose that \(ax/(b+x^2)\), with \(b>0\), also has an error that vanishes after division by \(x^3\). Subtracting the Padé error leaves

\[
P(x)-\frac{ax}{b+x^2}=\frac{x\left[(5b-15a)+(5-a)x^2\right]}{(15+x^2)(b+x^2)}.
\]

Divide by \(x^3\) and multiply by the bounded denominator: \((5b-15a)/x^2+(5-a)\to0\). Multiplication by \(x^2\) gives \(5b-15a=0\), and what remains gives \(a=5\), hence \(b=15\). Conversely, the Padé error is of fifth order, so this choice qualifies.

## Numbers at \(\hbar\omega=k_BT\)

Here \(x=1/2\) and \(\coth x=(e+1)/(e-1)=2.163953\), so \(R=0.163953\).

- Padé: \(2.5/15.25=0.163934\), with error \(1.90\times10^{-5}\). The leading term \(x^5/1575\) gives \(1.98\times10^{-5}\).
- One Matsubara pole: \(1/(0.25+\pi^2)=0.098818\), with error \(0.0651\). The leading term \(d_1x\) gives \(0.0653\).

The errors differ by a factor of about 3400.

## The statement in Lean

The real functions `quantumPart`, `padePole` and `matsubara N` are \(R\), \(P\) and \(M_N\), and `matsubaraDeficit N` is \(d_N\). The index runs over `Finset.range N`, that is from \(0\) to \(N-1\), which is why `k + 1` appears; the comments in the code count the same poles from \(1\) to \(N\). The case \(N=0\) is allowed: the sum is empty and \(d_0=1/3\).

The filter `𝓝[>] 0` means that \(x\) approaches zero through positive values, the high-temperature limit at fixed frequency. `∀ᶠ x in 𝓝[>] (0 : ℝ)` means "for all \(x\) in some interval \((0,\delta)\)". The theorem `pade_beats_matsubara` gives no value for \(\delta\).

The step from here to a simulation is the integral over bath frequencies. A spectral density with a high-frequency tail contains large \(x\) at any temperature, and a limit at fixed frequency doesn't control that part. Indeed, at large \(x\) both approximations fall to zero while \(R\) tends to one.

```lean
import Mathlib

open Filter Topology
open scoped Real

namespace PadeMatsubara

noncomputable section

/-- The quantum part `coth x - 1/x` of the thermal factor of a harmonic bath, for `x ≠ 0`;
`x` is half the ratio of the bath quantum to the thermal energy. -/
def quantumPart (x : ℝ) : ℝ := Real.cosh x / Real.sinh x - 1 / x

/-- The one-pole Padé term `5x/(15 + x²)`. -/
def padePole (x : ℝ) : ℝ := 5 * x / (15 + x ^ 2)

/-- The sum of the first `N` Matsubara terms `2x/(x² + (πk)²)`, `k = 1, ..., N`. -/
def matsubara (N : ℕ) (x : ℝ) : ℝ :=
  ∑ k ∈ Finset.range N, 2 * x / (x ^ 2 + (π * ((k : ℝ) + 1)) ^ 2)

/-- The number `1/3 - ∑ 2/(πk)²`, with `k` running from `1` to `N`. -/
def matsubaraDeficit (N : ℕ) : ℝ :=
  1 / 3 - ∑ k ∈ Finset.range N, 2 / (π * ((k : ℝ) + 1)) ^ 2

/-- For `0 < x ≤ 1` the Taylor polynomials of `sinh` and `cosh` through seventh order
are accurate to within `x⁸`. -/
theorem sinh_cosh_taylor {x : ℝ} (h0 : 0 < x) (h1 : x ≤ 1) :
    |Real.sinh x - (x + x ^ 3 / 6 + x ^ 5 / 120 + x ^ 7 / 5040)| ≤ x ^ 8 ∧
    |Real.cosh x - (1 + x ^ 2 / 2 + x ^ 4 / 24 + x ^ 6 / 720)| ≤ x ^ 8 := by
  have key : ∀ y : ℝ, |y| ≤ 1 → |Real.exp y - (1 + y + y ^ 2 / 2 + y ^ 3 / 6 + y ^ 4 / 24
      + y ^ 5 / 120 + y ^ 6 / 720 + y ^ 7 / 5040)| ≤ |y| ^ 8 := by
    intro y hy
    have hs : ∑ m ∈ Finset.range 8, y ^ m / (m.factorial : ℝ) = 1 + y + y ^ 2 / 2 + y ^ 3 / 6
        + y ^ 4 / 24 + y ^ 5 / 120 + y ^ 6 / 720 + y ^ 7 / 5040 := by
      norm_num [Finset.sum_range_succ, Nat.factorial]
    have h := Real.exp_bound hy (n := 8) (by norm_num)
    rw [hs] at h
    refine h.trans (mul_le_of_le_one_right (by positivity) ?_)
    norm_num [Nat.factorial]
  have hp := key x (by rw [abs_of_pos h0]; exact h1)
  have hm := key (-x) (by rw [abs_neg, abs_of_pos h0]; exact h1)
  rw [abs_of_pos h0] at hp
  rw [abs_neg, abs_of_pos h0] at hm
  rw [abs_le] at hp hm
  obtain ⟨hp1, hp2⟩ := hp
  obtain ⟨hm1, hm2⟩ := hm
  -- odd and even parts of the exponential
  rw [Real.sinh_eq, Real.cosh_eq, abs_le, abs_le]
  refine ⟨⟨?_, ?_⟩, ⟨?_, ?_⟩⟩ <;> linarith

/-- If `f` equals `L xⁿ` up to an error `C xⁿ⁺¹` on `0 < x ≤ 1`, then `f(x)/xⁿ` tends to `L`
as `x` tends to zero from above. -/
theorem tendsto_div_pow {f : ℝ → ℝ} {L C : ℝ} {n : ℕ}
    (h : ∀ x, 0 < x → x ≤ 1 → |f x - L * x ^ n| ≤ C * x ^ (n + 1)) :
    Tendsto (fun x => f x / x ^ n) (𝓝[>] 0) (𝓝 L) := by
  rw [tendsto_iff_norm_sub_tendsto_zero]
  have hc : Continuous fun x : ℝ => C * x := by fun_prop
  refine squeeze_zero' (Eventually.of_forall fun _ => norm_nonneg _) ?_
    (tendsto_nhdsWithin_of_tendsto_nhds (hc.tendsto' 0 0 (by simp)))
  filter_upwards [Ioc_mem_nhdsGT (zero_lt_one' ℝ)] with x hx
  have hxn : 0 < x ^ n := pow_pos hx.1 n
  have e : f x / x ^ n - L = (f x - L * x ^ n) / x ^ n := by
    rw [sub_div, mul_div_cancel_right₀ _ hxn.ne']
  rw [Real.norm_eq_abs, e, abs_div, abs_of_pos hxn, div_le_iff₀ hxn]
  calc _ ≤ C * x ^ (n + 1) := h x hx.1 hx.2
    _ = C * x * x ^ n := by ring

/-- For `0 < x ≤ 1` the numerator of the Padé error over the common denominator
`x (15 + x²) sinh x` is `x⁷/105` to within `38 x⁸`. -/
theorem pade_numerator {x : ℝ} (h0 : 0 < x) (h1 : x ≤ 1) :
    |((15 * x + x ^ 3) * Real.cosh x - (15 + 6 * x ^ 2) * Real.sinh x) - 1 / 105 * x ^ 7|
      ≤ 38 * x ^ 8 := by
  obtain ⟨hs, hc⟩ := sinh_cosh_taylor h0 h1
  have h2 : x ^ 2 ≤ 1 := pow_le_one₀ h0.le h1
  have h3 : x ^ 3 ≤ 1 := pow_le_one₀ h0.le h1
  have h9 : x ^ 9 ≤ x ^ 8 := pow_le_pow_of_le_one h0.le h1 (by norm_num)
  have h9' : 0 < x ^ 9 := by positivity
  have a := mul_le_mul (show |15 * x + x ^ 3| ≤ 16 by
    rw [abs_of_pos (by positivity)]; linarith) hc (abs_nonneg _) (by norm_num)
  have b := mul_le_mul (show |15 + 6 * x ^ 2| ≤ 21 by
    rw [abs_of_pos (by positivity)]; linarith) hs (abs_nonneg _) (by norm_num)
  rw [← abs_mul, abs_le] at a b
  obtain ⟨a1, a2⟩ := a
  obtain ⟨b1, b2⟩ := b
  -- all orders below the seventh cancel
  rw [abs_le]
  constructor <;> linarith

/-- As `x` tends to zero from above, the error of the one-pole Padé term divided by `x⁵`
tends to `1/1575`. -/
theorem pade_error :
    Tendsto (fun x => (quantumPart x - padePole x) / x ^ 5) (𝓝[>] 0) (𝓝 (1 / 1575)) := by
  have hN : Tendsto (fun x : ℝ => ((15 * x + x ^ 3) * Real.cosh x
      - (15 + 6 * x ^ 2) * Real.sinh x) / x ^ 7) (𝓝[>] 0) (𝓝 (1 / 105)) :=
    tendsto_div_pow (C := 38) fun x h0 h1 => pade_numerator h0 h1
  have hS : Tendsto (fun x : ℝ => Real.sinh x / x ^ 1) (𝓝[>] 0) (𝓝 1) := by
    refine tendsto_div_pow (C := 2) fun x h0 h1 => ?_
    have hs := abs_le.mp (sinh_cosh_taylor h0 h1).1
    have p (n : ℕ) (hn : 2 ≤ n) : x ^ n ≤ x ^ 2 := pow_le_pow_of_le_one h0.le h1 hn
    have p3 := p 3 (by norm_num)
    have p5 := p 5 (by norm_num)
    have p7 := p 7 (by norm_num)
    have p8 := p 8 (by norm_num)
    have q3 : 0 < x ^ 3 := by positivity
    have q5 : 0 < x ^ 5 := by positivity
    have q7 : 0 < x ^ 7 := by positivity
    have q2 : 0 < x ^ 2 := by positivity
    show |Real.sinh x - 1 * x ^ 1| ≤ 2 * x ^ 2
    rw [abs_le]
    constructor <;> linarith [hs.1, hs.2]
  have hc : Continuous fun x : ℝ => 15 + x ^ 2 := by fun_prop
  have h := hN.div (hS.mul (tendsto_nhdsWithin_of_tendsto_nhds
    (hc.tendsto' 0 15 (by norm_num)))) (by norm_num)
  rw [show (1 / 105 : ℝ) / (1 * 15) = 1 / 1575 by norm_num] at h
  refine h.congr' ?_
  filter_upwards [self_mem_nhdsWithin] with x hx
  have hx0 : x ≠ 0 := ne_of_gt hx
  have hs : Real.sinh x ≠ 0 := (Real.sinh_pos_iff.mpr hx).ne'
  have hd : 15 + x ^ 2 ≠ 0 := by positivity
  show ((15 * x + x ^ 3) * Real.cosh x - (15 + 6 * x ^ 2) * Real.sinh x) / x ^ 7
    / (Real.sinh x / x ^ 1 * (15 + x ^ 2)) = (quantumPart x - padePole x) / x ^ 5
  unfold quantumPart padePole
  field_simp
  ring

/-- The Padé error divided by `x⁵⁻ᵐ` vanishes as `x` tends to zero from above,
for every `m ≥ 1`, the quotient being written as `(error/x⁵) xᵐ`. -/
theorem pade_error_lower {m : ℕ} (hm : m ≠ 0) :
    Tendsto (fun x => (quantumPart x - padePole x) / x ^ 5 * x ^ m) (𝓝[>] 0) (𝓝 0) := by
  have hc : Continuous fun x : ℝ => x ^ m := by fun_prop
  have h := pade_error.mul (tendsto_nhdsWithin_of_tendsto_nhds
    (hc.tendsto' 0 0 (zero_pow hm)))
  rwa [mul_zero] at h

/-- As `x` tends to zero from above, the error of the `N`-pole Matsubara sum divided by `x`
tends to `1/3 - ∑ 2/(πk)²`, with `k` running from `1` to `N`. -/
theorem matsubara_error (N : ℕ) :
    Tendsto (fun x => (quantumPart x - matsubara N x) / x) (𝓝[>] 0)
      (𝓝 (matsubaraDeficit N)) := by
  have c5 : Continuous fun x : ℝ => 5 / (15 + x ^ 2) :=
    continuous_const.div (by fun_prop) (fun x => by positivity)
  have hM : Tendsto (fun x : ℝ => ∑ k ∈ Finset.range N, 2 / (x ^ 2 + (π * ((k : ℝ) + 1)) ^ 2))
      (𝓝[>] 0) (𝓝 (∑ k ∈ Finset.range N, 2 / (π * ((k : ℝ) + 1)) ^ 2)) := by
    refine tendsto_finsetSum _ fun k _ => ?_
    have ck : Continuous fun x : ℝ => 2 / (x ^ 2 + (π * ((k : ℝ) + 1)) ^ 2) :=
      continuous_const.div (by fun_prop) (fun x => by positivity)
    exact tendsto_nhdsWithin_of_tendsto_nhds (ck.tendsto' 0 _ (by simp))
  have h := ((pade_error_lower (m := 4) (by norm_num)).add
    (tendsto_nhdsWithin_of_tendsto_nhds (c5.tendsto' 0 (1 / 3) (by norm_num)))).sub hM
  rw [zero_add] at h
  refine h.congr' ?_
  filter_upwards [self_mem_nhdsWithin] with x hx
  have hx0 : x ≠ 0 := ne_of_gt hx
  have hd : 15 + x ^ 2 ≠ 0 := by positivity
  have e : matsubara N x
      = x * ∑ k ∈ Finset.range N, 2 / (x ^ 2 + (π * ((k : ℝ) + 1)) ^ 2) := by
    unfold matsubara
    rw [Finset.mul_sum]
    exact Finset.sum_congr rfl fun k _ => by ring
  rw [e]
  unfold padePole
  generalize ∑ k ∈ Finset.range N, 2 / (x ^ 2 + (π * ((k : ℝ) + 1)) ^ 2) = S
  generalize quantumPart x = R
  field_simp
  ring

/-- The number `1/3 - ∑ 2/(πk)²`, with `k` running from `1` to `N`, is strictly positive for every
`N`. -/
theorem matsubaraDeficit_pos (N : ℕ) : 0 < matsubaraDeficit N := by
  -- a partial sum of the inverse squares stays below `π²/6`
  have h := sum_le_hasSum (Finset.range (N + 2)) (fun n _ => by positivity) hasSum_zeta_two
  rw [Finset.sum_range_succ, Finset.sum_range_succ'] at h
  have hl : 0 < 1 / ((N + 1 : ℕ) : ℝ) ^ 2 := by positivity
  have h0 : 1 / ((0 : ℕ) : ℝ) ^ 2 = 0 := by simp
  have hlt : ∑ k ∈ Finset.range N, 1 / ((k + 1 : ℕ) : ℝ) ^ 2 < π ^ 2 / 6 := by linarith
  have e : ∑ k ∈ Finset.range N, 2 / (π * ((k : ℝ) + 1)) ^ 2
      = 2 / π ^ 2 * ∑ k ∈ Finset.range N, 1 / ((k + 1 : ℕ) : ℝ) ^ 2 := by
    rw [Finset.mul_sum]
    refine Finset.sum_congr rfl fun k _ => ?_
    rw [Nat.cast_add, Nat.cast_one, mul_pow, div_mul_div_comm, mul_one]
  have hlt' := mul_lt_mul_of_pos_left hlt (show 0 < 2 / π ^ 2 by positivity)
  have hv : 2 / π ^ 2 * (π ^ 2 / 6) = 1 / 3 := by
    have hp : π ^ 2 ≠ 0 := by positivity
    rw [div_mul_div_comm, mul_comm 2, mul_div_mul_left _ _ hp]
    norm_num
  unfold matsubaraDeficit
  rw [e]
  linarith

/-- One Padé pole beats any fixed number `N` of Matsubara poles at small `x > 0`: for every `ε > 0`,
its error is less than `ε` times the Matsubara error for all small enough `x > 0`. -/
theorem pade_beats_matsubara (N : ℕ) {ε : ℝ} (hε : 0 < ε) :
    ∀ᶠ x in 𝓝[>] (0 : ℝ),
      |quantumPart x - padePole x| < ε * |quantumPart x - matsubara N x| := by
  have hd := matsubaraDeficit_pos N
  have h := (pade_error_lower (m := 4) (by norm_num)).abs.eventually_lt
    ((matsubara_error N).abs.const_mul ε) (by rw [abs_zero]; positivity)
  filter_upwards [h, self_mem_nhdsWithin] with x h hx
  have hx : 0 < x := hx
  have e : (quantumPart x - padePole x) / x ^ 5 * x ^ 4 = (quantumPart x - padePole x) / x := by
    field_simp
  rw [e, abs_div, abs_div, abs_of_pos hx, ← mul_div_assoc,
    div_lt_div_iff_of_pos_right hx] at h
  exact h

/-- Among the one-pole terms `a x/(b + x²)` with `b > 0`, the Padé choice `a = 5`, `b = 15` is
the only one whose error, divided by `x³`, vanishes as `x` tends to zero from above. -/
theorem pade_unique {a b : ℝ} (hb : 0 < b) :
    Tendsto (fun x => (quantumPart x - a * x / (b + x ^ 2)) / x ^ 3) (𝓝[>] 0) (𝓝 0)
      ↔ a = 5 ∧ b = 15 := by
  have hP := pade_error_lower (m := 2) (by norm_num)
  constructor
  · intro h
    have cq : Continuous fun x : ℝ => (15 + x ^ 2) * (b + x ^ 2) := by fun_prop
    have hq := (h.sub hP).mul (tendsto_nhdsWithin_of_tendsto_nhds (cq.tendsto 0))
    rw [sub_zero, zero_mul] at hq
    -- the difference of the two one-pole terms, cleared of its denominators
    have hD : Tendsto (fun x : ℝ => (5 * b - 15 * a) / x ^ 2 + (5 - a)) (𝓝[>] 0) (𝓝 0) := by
      refine hq.congr' ?_
      filter_upwards [self_mem_nhdsWithin] with x hx
      have hx0 : x ≠ 0 := ne_of_gt hx
      have h1 : 15 + x ^ 2 ≠ 0 := by positivity
      have h2 : b + x ^ 2 ≠ 0 := by positivity
      unfold padePole
      generalize quantumPart x = R
      field_simp
      ring
    have c2 : Continuous fun x : ℝ => x ^ 2 := by fun_prop
    have c3 : Continuous fun x : ℝ => (5 * b - 15 * a) + (5 - a) * x ^ 2 := by fun_prop
    have hE := hD.mul (tendsto_nhdsWithin_of_tendsto_nhds (c2.tendsto' 0 0 (by norm_num)))
    rw [mul_zero] at hE
    have hF : Tendsto (fun x : ℝ => (5 * b - 15 * a) + (5 - a) * x ^ 2) (𝓝[>] 0) (𝓝 0) := by
      refine hE.congr' ?_
      filter_upwards [self_mem_nhdsWithin] with x hx
      have hx2 : x ^ 2 ≠ 0 := pow_ne_zero 2 (ne_of_gt hx)
      rw [add_mul, div_mul_cancel₀ _ hx2]
    have z : 5 * b - 15 * a = 0 := tendsto_nhds_unique
      (tendsto_nhdsWithin_of_tendsto_nhds (c3.tendsto' 0 (5 * b - 15 * a) (by simp))) hF
    simp only [z, zero_div, zero_add] at hD
    have w : 5 - a = 0 := tendsto_nhds_unique tendsto_const_nhds hD
    constructor <;> linarith
  · rintro ⟨rfl, rfl⟩
    refine hP.congr' ?_
    filter_upwards [self_mem_nhdsWithin] with x hx
    have hx0 : x ≠ 0 := ne_of_gt hx
    change (quantumPart x - padePole x) / x ^ 5 * x ^ 2 = (quantumPart x - padePole x) / x ^ 3
    field_simp

end

end PadeMatsubara
```

```lean
#print axioms PadeMatsubara.pade_beats_matsubara
#print axioms PadeMatsubara.pade_unique
```

```
'PadeMatsubara.pade_beats_matsubara' depends on axioms: [propext, Classical.choice, Quot.sound]
'PadeMatsubara.pade_unique' depends on axioms: [propext, Classical.choice, Quot.sound]
```

## From Taylor bounds to the fifth-order limit

`sinh_cosh_taylor` replaces the infinite expansions by polynomials with an explicit remainder. Mathlib's `Real.exp_bound` is applied at \(x\) and \(-x\), and half the difference and half the sum of the two estimates give \(\sinh\) and \(\cosh\) to within \(x^8\) on \((0,1]\).

`pade_numerator` carries out the cancellation listed above. On \((0,1]\) the prefactors are at most 16 and 21, so the remainders contribute at most \(37x^8\). The leftover polynomial term \(x^9/5040\) fits into one more \(x^8\), hence the constant 38. The final `linarith` checks the coefficients.

`tendsto_div_pow` turns such a bound into a limit by squeezing. `pade_error` uses it twice, for the numerator over \(x^7\) and for \(\sinh x/x\), then divides the limits; `field_simp` and `ring` confirm the common-denominator identity. `pade_error_lower` multiplies by \(x^m\): \(m=4\) gives the error over \(x\), and \(m=2\) the error over \(x^3\).

## Slopes, comparison and uniqueness

`matsubara_error` writes its quotient as the Padé error over \(x\), plus \(5/(15+x^2)\), minus the Matsubara terms over \(x\), and takes the limit of each part.

`matsubaraDeficit_pos` starts from `hasSum_zeta_two`, the series for \(\pi^2/6\). That series begins at \(n=0\), where Lean's \(1/0^2\) is zero. Taking `N + 2` terms leaves one positive term beyond the \(N\) needed, which makes the inequality strict.

`pade_beats_matsubara` compares the two limits through `eventually_lt` and then cancels the positive factor \(x\). `pade_unique` follows the subtraction above: `hD` is the expression with \(1/x^2\), `hF` is the same after multiplication by \(x^2\), and uniqueness of limits yields the two equations `z` and `w` for \(a\) and \(b\).
